# For an even C² energy e(‖m‖), the longitudinal and transverse kernels share the limit e''(0)

The second derivative of an energy with respect to a magnetization vector can be written as a matrix of partial derivatives or as a linear operator. Here it is an operator: the Hessian is the derivative of the gradient field, and it takes a change $v$ of the magnetization to the resulting first-order change of the gradient. "Along $m$" and "perpendicular to $m$" then need no coordinates. The magnetization $m$ lives in a complete real inner product space $V$, of which $\mathbb R^3$ is the case of interest.

The energy is $E(m)=e(\|m\|)$, with $e:\mathbb R\to\mathbb R$ even and twice continuously differentiable. Only $e(r)$ with $r\ge 0$ enters $E$. Evenness says that $e$ continues to negative arguments as it would for a collinear magnetization, where reversing the sign of the spin polarization leaves the energy unchanged.

In the local spin-density approximation, the exchange-correlation energy density at a point depends on the density $n$ and on the length $r$ of the magnetization there. With $n>0$ held fixed, it plays the role of $e(r)$, and the result supplies the value $e''(0)$ for the ratio $e'(r)/r$ in a spin-flip kernel at $r=0$, where the ratio becomes $0/0$. Such an energy density is defined only up to full polarization, so the theorems are applied to an even $C^2$ function on $\mathbb R$ that agrees with it on a smaller interval around zero; the derivatives inside that interval are unchanged. The additional kernel terms of gradient-corrected functionals are not treated here.

## The two scalar functions

```lean
import Mathlib

open Filter Topology InnerProductSpace

namespace SpinFlipKernel

noncomputable section

/-- The transverse (spin-flip) kernel `e'(r)/r` at magnetization length `r ≠ 0`. -/
def transverse (e : ℝ → ℝ) (r : ℝ) : ℝ := deriv e r / r
```

This defines the transverse factor, written below as $T(r)=e'(r)/r$. In Lean, `deriv e r` is $e'(r)$, and function arguments are separated by spaces.

```lean
variable {V : Type*} [NormedAddCommGroup V] [InnerProductSpace ℝ V]

/-- The energy `E(m) = e(‖m‖)` of a magnetization vector `m`. -/
def energy (e : ℝ → ℝ) (m : V) : ℝ := e ‖m‖
```

The first line declares $V$ as a real inner product space, and `energy e m` is $E(m)=e(\|m\|)$.

```lean
/-- A twice continuously differentiable `e` has differentiable `e` and `e'`, and continuous `e''`. -/
theorem regularity {e : ℝ → ℝ} (hc : ContDiff ℝ 2 e) :
    Differentiable ℝ e ∧ Differentiable ℝ (deriv e) ∧ Continuous (deriv (deriv e)) := by
  have h2 : ContDiff ℝ (1 + 1) e := by rwa [one_add_one_eq_two]
  have h1 : ContDiff ℝ 1 (deriv e) := (contDiff_succ_iff_deriv.mp h2).2.2
  exact ⟨hc.differentiable (by norm_num), h1.differentiable (by norm_num),
    h1.continuous_deriv (by norm_num)⟩
```

A theorem in Lean lists its hypotheses, then a colon, then the claim; the proof follows `:= by`. The hypothesis `ContDiff ℝ 2 e` says that $e$ is $C^2$. The conclusion unpacks this: $e$ and $e'$ are differentiable and $e''$ is continuous. The proof uses the fact that the derivative of a $C^2$ function is $C^1$.

## Evenness removes the singularity

```lean
/-- An even function that is differentiable at the origin has slope zero there. -/
theorem even_slope_zero {e : ℝ → ℝ} (hd : DifferentiableAt ℝ e 0)
    (he : ∀ x, e (-x) = e x) : HasDerivAt e 0 0 := by
  have h1 : (fun x => e (-x)) = e := funext he
  have h2 := deriv_comp_neg e 0
  rw [h1, neg_zero] at h2
  have h3 : deriv e 0 = 0 := by linarith
  have h4 := hd.hasDerivAt
  rwa [h3] at h4
```

In `HasDerivAt e 0 0` the first zero is the value of the derivative and the second is the point, so the claim is $e'(0)=0$. By hand, differentiate both sides of $e(-x)=e(x)$ at $x=0$, the one point where $e$ is assumed differentiable. This gives $-e'(0)=e'(0)$, so $e'(0)=0$. The lemma `deriv_comp_neg` performs the differentiation, and `linarith` solves the linear equation.

```lean
/-- For even, twice continuously differentiable `e`, the ratio `e'(r)/r` tends to `e''(0)`
as `r` tends to zero. -/
theorem transverse_limit {e : ℝ → ℝ} (hc : ContDiff ℝ 2 e) (he : ∀ x, e (-x) = e x) :
    Tendsto (transverse e) (𝓝[≠] 0) (𝓝 (deriv (deriv e) 0)) := by
  obtain ⟨hd, hd2, -⟩ := regularity hc
  have h0 : deriv e 0 = 0 := (even_slope_zero (hd 0) he).deriv
  -- the ratio is the difference quotient of `e'` at the origin
  have hs := hasDerivAt_iff_tendsto_slope.mp (hd2 0).hasDerivAt
  have heq : slope (deriv e) 0 = transverse e := by
    funext r
    rw [slope_def_field, h0, sub_zero, sub_zero, transverse]
  rwa [heq] at hs
```

`Tendsto f a b` is a limit statement, and `𝓝[≠] 0` means that the variable approaches zero without being equal to it. The claim is $T(r)\to e''(0)$ as $r\to0$. Since $e'(0)=0$,
$$\frac{e'(r)}{r}=\frac{e'(r)-e'(0)}{r-0}\;\longrightarrow\; e''(0),$$
by the definition of the derivative of $e'$ at zero. Lean calls the difference quotient `slope`; the step `heq` identifies it with `transverse e`.

## From length to gradient

```lean
/-- Away from the origin the length `‖m‖` has differential `v ↦ ⟪m, v⟫ / ‖m‖`. -/
theorem length_differential {m : V} (hm : m ≠ 0) :
    HasFDerivAt (fun x : V => ‖x‖) (‖m‖⁻¹ • innerSL ℝ m) m := by
  have hr : ‖m‖ ≠ 0 := norm_ne_zero_iff.mpr hm
  have h := (hasStrictFDerivAt_norm_sq m).hasFDerivAt.sqrt (pow_ne_zero 2 hr)
  simp only [Real.sqrt_sq (norm_nonneg _)] at h
  convert h using 1
  match_scalars
  field_simp
```

`HasFDerivAt` is the derivative for functions of a vector, and its value is a linear map. Here `innerSL ℝ m` is the map $v\mapsto\langle m,v\rangle$. For $m\neq0$, write $\|m\|=\sqrt{\|m\|^2}$ and apply the chain rule:
$$d\|m\|(v)=\frac{2\langle m,v\rangle}{2\|m\|}=\frac{\langle m,v\rangle}{\|m\|}.$$
The proof follows the same route through the square root, and `field_simp` cancels the factors.

```lean
variable [CompleteSpace V]

/-- The Hessian of `E(m) = e(‖m‖)`: the derivative of the gradient field, as an operator on
magnetization vectors. -/
def hessian (e : ℝ → ℝ) (m : V) : V →L[ℝ] V := fderiv ℝ (gradient (energy e)) m
```

Completeness of $V$ lets every continuous linear functional be represented by a vector, which is how Mathlib's `gradient` is defined. The type `V →L[ℝ] V` is that of continuous linear operators on $V$. Lean's `fderiv` returns zero where no derivative exists, so the theorems below establish differentiability together with each formula.

```lean
/-- For even, twice continuously differentiable `e`, the gradient of `E` is `(e'(‖m‖)/‖m‖) m`
at `m ≠ 0` and zero at `m = 0`. -/
theorem energy_gradient {e : ℝ → ℝ} (hc : ContDiff ℝ 2 e) (he : ∀ x, e (-x) = e x) (m : V) :
    HasGradientAt (energy e) (transverse e ‖m‖ • m) m := by
  obtain ⟨hd, -, -⟩ := regularity hc
  rw [hasGradientAt_iff_hasFDerivAt]
  by_cases hm : m = 0
  · -- at the origin the slope of `e` vanishes
    subst hm
    have h := (hasDerivAt_iff_isLittleO_nhds_zero.mp (even_slope_zero (hd 0) he)).comp_tendsto
      (tendsto_norm_zero (E := V))
    rw [hasFDerivAt_iff_isLittleO_nhds_zero]
    refine Asymptotics.IsLittleO.of_norm_right ?_
    simpa [energy, Function.comp_def] using h
  · have h := (hd ‖m‖).hasDerivAt.comp_hasFDerivAt m (length_differential hm)
    have hL : toDual ℝ V (transverse e ‖m‖ • m) =
        deriv e ‖m‖ • (‖m‖⁻¹ • innerSL ℝ m) := by
      ext v
      simp [transverse, div_eq_mul_inv, mul_assoc]
    rw [hL]
    exact h
```

The gradient is $\nabla E(m)=T(\|m\|)\,m$. At $m=0$ this is the zero vector, whatever value is assigned to $T(0)$. For $m\ne0$, with $r=\|m\|$, the chain rule gives
$$dE(v)=e'(r)\,\frac{\langle m,v\rangle}{r}=\Big\langle \frac{e'(r)}{r}\,m,\;v\Big\rangle ,$$
and the gradient is the vector on the left of the inner product. At the origin, $e'(0)=0$ gives $e(\|h\|)-e(0)=o(\|h\|)$ for a small displacement $h$, so the gradient vanishes there.

The command `by_cases` separates the two situations. In the second, `toDual` turns a vector $w$ into the functional $v\mapsto\langle w,v\rangle$, and `hL` is the displayed identity.

## The Hessian away from the origin

```lean
/-- For even, twice continuously differentiable `e` and `m ≠ 0`, the gradient of `E` is
differentiable at `m`, and the Hessian is a multiple of the identity plus a multiple of the
orthogonal projection onto the line through `m`. -/
theorem hessian_formula {e : ℝ → ℝ} (hc : ContDiff ℝ 2 e) (he : ∀ x, e (-x) = e x)
    {m : V} (hm : m ≠ 0) :
    DifferentiableAt ℝ (gradient (energy e)) m ∧
    ∀ v, hessian e m v = transverse e ‖m‖ • v +
      ((deriv (deriv e) ‖m‖ - transverse e ‖m‖) / ‖m‖ ^ 2 * inner ℝ m v) • m := by
  obtain ⟨-, hd2, -⟩ := regularity hc
  have hr : ‖m‖ ≠ 0 := norm_ne_zero_iff.mpr hm
  have ht : HasDerivAt (transverse e)
      ((deriv (deriv e) ‖m‖ - transverse e ‖m‖) / ‖m‖) ‖m‖ := by
    refine ((hd2 ‖m‖).hasDerivAt.fun_div (hasDerivAt_id' ‖m‖) hr).congr_deriv ?_
    simp only [transverse]
    field_simp
  -- product rule for the gradient field
  have hs : HasFDerivAt (fun x : V => transverse e ‖x‖ • x)
      (transverse e ‖m‖ • ContinuousLinearMap.id ℝ V +
        (((deriv (deriv e) ‖m‖ - transverse e ‖m‖) / ‖m‖) •
          (‖m‖⁻¹ • innerSL ℝ m)).smulRight m) m :=
    (ht.comp_hasFDerivAt m (length_differential hm)).smul (hasFDerivAt_id m)
  have hg : gradient (energy e) = fun x : V => transverse e ‖x‖ • x :=
    funext fun x => (energy_gradient hc he x).gradient
  rw [← hg] at hs
  refine ⟨hs.differentiableAt, fun v => ?_⟩
  have hi : innerSL ℝ m v = inner ℝ m v := by simp
  rw [hessian, hs.fderiv]
  simp only [add_apply, smul_apply,
    ContinuousLinearMap.smulRight_apply, ContinuousLinearMap.id_apply, smul_eq_mul, hi]
  congr 2
  ring
```

The symbol `∧` means "and", and `∀ v` means "for every $v$". The theorem says that for $m\neq0$ the gradient field is differentiable at $m$ and, with $H(m)$ the Hessian and $r=\|m\|$,
$$H(m)v=T(r)\,v+\frac{e''(r)-T(r)}{r^2}\,\langle m,v\rangle\,m .$$

By hand, the quotient rule gives
$$T'(r)=\frac{r\,e''(r)-e'(r)}{r^2}=\frac{e''(r)-T(r)}{r},$$
which is `ht`. The product rule for $T(\|m\|)\,m$ then gives
$$H(m)v=T(r)\,v+T'(r)\,\frac{\langle m,v\rangle}{r}\,m,$$
which is `hs`. Inserting $T'(r)$ produces the formula. The step `hg` identifies the gradient with $T(\|m\|)\,m$ at every point, and the last lines apply the operator to $v$ and collect the scalars.

```lean
/-- For even, twice continuously differentiable `e`, the Hessian of `E` at `m ≠ 0` acts as
`e''(‖m‖)` along `m` and as `e'(‖m‖)/‖m‖` perpendicular to `m`; both factors tend to `e''(0)`
as `m` tends to zero. -/
theorem spin_kernel {e : ℝ → ℝ} (hc : ContDiff ℝ 2 e) (he : ∀ x, e (-x) = e x) :
    (∀ m : V, m ≠ 0 → DifferentiableAt ℝ (gradient (energy e)) m ∧
      hessian e m m = deriv (deriv e) ‖m‖ • m ∧
      ∀ v, inner ℝ m v = 0 → hessian e m v = (deriv e ‖m‖ / ‖m‖) • v) ∧
    Tendsto (fun m : V => deriv (deriv e) ‖m‖) (𝓝[≠] 0) (𝓝 (deriv (deriv e) 0)) ∧
    Tendsto (fun m : V => deriv e ‖m‖ / ‖m‖) (𝓝[≠] 0) (𝓝 (deriv (deriv e) 0)) := by
  have hn : Tendsto (fun m : V => ‖m‖) (𝓝[≠] 0) (𝓝[≠] 0) := by
    refine tendsto_nhdsWithin_iff.mpr ⟨tendsto_norm_zero.mono_left nhdsWithin_le_nhds, ?_⟩
    filter_upwards [self_mem_nhdsWithin] with m hm
    exact norm_ne_zero_iff.mpr hm
  refine ⟨fun m hm => ?_, ?_, (transverse_limit hc he).comp hn⟩
  · obtain ⟨hd, h⟩ := hessian_formula hc he hm
    have hr : ‖m‖ ^ 2 ≠ 0 := pow_ne_zero 2 (norm_ne_zero_iff.mpr hm)
    refine ⟨hd, ?_, fun v hv => ?_⟩
    · rw [h m, real_inner_self_eq_norm_sq, div_mul_cancel₀ _ hr, ← add_smul, add_sub_cancel]
    · rw [h v, hv, mul_zero, zero_smul, add_zero, transverse]
  · exact ((regularity hc).2.2.tendsto 0).comp (hn.mono_right nhdsWithin_le_nhds)
```

This is the main theorem, and it has three parts. The first concerns every $m\ne0$. The gradient is differentiable there, and the Hessian satisfies
$$H(m)m=e''(r)\,m,\qquad H(m)v=\frac{e'(r)}{r}\,v\quad\text{whenever }\langle m,v\rangle=0 .$$
The other two parts say that $e''(\|m\|)$ and $e'(\|m\|)/\|m\|$ both tend to $e''(0)$ as $m\to0$ through nonzero vectors.

For the action along $m$, put $v=m$ in the previous formula. Since $\langle m,m\rangle=r^2$,
$$H(m)m=T(r)\,m+\big(e''(r)-T(r)\big)m=e''(r)\,m .$$
For $v$ perpendicular to $m$ the second term vanishes, leaving $T(r)\,v$. The two `rw` lines carry out these substitutions.

The longitudinal limit is the continuity of $e''$. The transverse limit is `transverse_limit` evaluated at $r=\|m\|$; `hn` records that $\|m\|$ tends to zero without reaching it. These are limits of the two scalar factors; the theorem makes no statement about their rate, so it does not say at which small $r$ a program should switch to the limiting value.

## The Hessian at zero magnetization

```lean
/-- For even, twice continuously differentiable `e`, the gradient of `E` is differentiable at
`m = 0`, and the Hessian there is `e''(0)` times the identity. -/
theorem hessian_at_zero {e : ℝ → ℝ} (hc : ContDiff ℝ 2 e) (he : ∀ x, e (-x) = e x) :
    HasFDerivAt (gradient (energy e))
      (deriv (deriv e) 0 • ContinuousLinearMap.id ℝ V) (0 : V) := by
  obtain ⟨hd, hd2, -⟩ := regularity hc
  have h0 : deriv e 0 = 0 := (even_slope_zero (hd 0) he).deriv
  have hg : gradient (energy e) = fun x : V => transverse e ‖x‖ • x :=
    funext fun x => (energy_gradient hc he x).gradient
  -- first-order expansion of `e'`, evaluated at the length of the magnetization
  have h3 : (fun h : V => deriv e ‖h‖ - ‖h‖ * deriv (deriv e) 0) =o[𝓝 0] (fun h : V => h) := by
    have h := (hasDerivAt_iff_isLittleO_nhds_zero.mp (hd2 0).hasDerivAt).comp_tendsto
      (tendsto_norm_zero (E := V))
    refine Asymptotics.IsLittleO.of_norm_right ?_
    simpa [Function.comp_def, h0] using h
  rw [hg, hasFDerivAt_iff_isLittleO_nhds_zero]
  refine (Asymptotics.IsBigO.of_bound 1 (Eventually.of_forall fun h => ?_)).trans_isLittleO h3
  by_cases hh : h = 0
  · subst hh
    simp
  · have hr : ‖h‖ ≠ 0 := norm_ne_zero_iff.mpr hh
    have h4 : deriv e ‖h‖ - ‖h‖ * deriv (deriv e) 0 =
        (transverse e ‖h‖ - deriv (deriv e) 0) * ‖h‖ := by
      simp only [transverse]
      field_simp
    have h5 : transverse e ‖0 + h‖ • (0 + h) - transverse e ‖(0 : V)‖ • (0 : V) -
        (deriv (deriv e) 0 • ContinuousLinearMap.id ℝ V) h =
        (transverse e ‖h‖ - deriv (deriv e) 0) • h := by
      simp [sub_smul]
    exact le_of_eq (by rw [h5, h4, norm_smul, norm_mul, norm_norm, one_mul])
```

The formula for $m\neq0$ does not cover the origin. This theorem treats that point directly: the gradient field is differentiable at $m=0$, with derivative $e''(0)$ times the identity. At zero magnetization there is no preferred direction, and the response is isotropic.

By hand, the gradient is zero at the origin and $T(\|h\|)\,h$ at a displacement $h$. For $h\neq0$ the error of the proposed linear approximation has norm
$$\big\|T(\|h\|)\,h-e''(0)\,h\big\|=\big|T(\|h\|)-e''(0)\big|\,\|h\|=\big|e'(\|h\|)-\|h\|\,e''(0)\big| .$$
Because $e'(0)=0$, the right-hand side is the remainder in the first-order expansion of $e'$ at zero, so it is $o(\|h\|)$. That is the definition of the derivative.

In the proof, `h3` is the expansion of $e'$, with `=o[𝓝 0]` standing for little-o near zero. The identities `h4` and `h5` rewrite the two sides of the norm equation, and the case $h=0$ is settled separately by `simp`.

## A nonzero slope makes the transverse kernel diverge

```lean
/-- If `e` is continuously differentiable with `e'(0) ≠ 0`, the magnitude of the transverse
kernel `e'(r)/r` grows without bound as `r` tends to zero from above. -/
theorem transverse_diverges {e : ℝ → ℝ} (hc : ContDiff ℝ 1 e) (h0 : deriv e 0 ≠ 0) :
    Tendsto (fun r => |transverse e r|) (𝓝[>] 0) atTop := by
  have hcont : Continuous (deriv e) := hc.continuous_deriv (by norm_num)
  have h1 : Tendsto (fun r => |deriv e r|) (𝓝[>] 0) (𝓝 |deriv e 0|) :=
    (hcont.abs.tendsto 0).mono_left nhdsWithin_le_nhds
  have h2 := h1.pos_mul_atTop (abs_pos.mpr h0) tendsto_inv_nhdsGT_zero
  refine h2.congr' ?_
  filter_upwards [self_mem_nhdsWithin] with r hr
  have hr' : 0 < r := hr
  rw [transverse, abs_div, abs_of_pos hr', div_eq_mul_inv]

end

end SpinFlipKernel
```

This theorem drops evenness and asks only that $e$ be $C^1$ with $e'(0)\neq0$. Here `𝓝[>] 0` means approach from above and `atTop` means growth beyond every bound. For $r>0$,
$$|T(r)|=|e'(r)|\cdot\frac1r .$$
The first factor tends to $|e'(0)|>0$ and the second to infinity, so the product diverges. In Lean these are `h1` and `tendsto_inv_nhdsGT_zero`, combined in `h2`.

For a $C^1$ function $e$, a finite transverse kernel at vanishing magnetization therefore requires $e'(0)=0$. Evenness is used in the earlier proofs only to secure this condition. Physically, a nonzero slope means an energy with a cusp at $m=0$, linear in the length of the magnetization to leading order, and there $e''(0)$ is no substitute for the diverging ratio.

```lean
#print axioms SpinFlipKernel.transverse_limit
#print axioms SpinFlipKernel.spin_kernel
#print axioms SpinFlipKernel.hessian_at_zero
#print axioms SpinFlipKernel.transverse_diverges
```

```
'SpinFlipKernel.transverse_limit' depends on axioms: [propext, Classical.choice, Quot.sound]
'SpinFlipKernel.spin_kernel' depends on axioms: [propext, Classical.choice, Quot.sound]
'SpinFlipKernel.hessian_at_zero' depends on axioms: [propext, Classical.choice, Quot.sound]
'SpinFlipKernel.transverse_diverges' depends on axioms: [propext, Classical.choice, Quot.sound]
```
